# Lorentzian broadening of finitely many unit poles, none at the chemical potential, shifts the electron count by a signed arctangent sum

The electron count is modelled here as an integral over all energies up to the chemical potential $\mu$, and its integrand is $-1/\pi$ times the imaginary part of a finite Lehmann sum evaluated a distance $\eta>0$ above the real axis. The count without broadening is the number of levels strictly below $\mu$, and the file computes the difference between the two.

```lean
import Mathlib

open MeasureTheory Filter Topology

noncomputable section

namespace BroadenedElectronCount

variable {ι : Type*} [Fintype ι]

/-- The Lehmann sum with unit residues, `G(z) = ∑ 1 / (z - e_p)`, for `z` away from the
levels `e_p`. -/
def green (e : ι → ℝ) (z : ℂ) : ℂ := ∑ p, (z - (e p : ℂ))⁻¹

/-- The broadened spectrum `-Im G(w + iη) / π`, for half-width `η > 0`. -/
def spectrum (e : ι → ℝ) (η w : ℝ) : ℝ :=
  -(green e ((w : ℂ) + (η : ℂ) * Complex.I)).im / Real.pi

/-- The Lorentzian of half-width `η > 0` centred at the level `e`. -/
def lorentzian (η e w : ℝ) : ℝ := η / Real.pi / ((w - e) ^ 2 + η ^ 2)

/-- The electron count: the broadened spectrum integrated over all energies up to `μ`. -/
def electronCount (e : ι → ℝ) (η μ : ℝ) : ℝ := ∫ w in Set.Iic μ, spectrum e η w

/-- The number of sharp levels strictly below `μ`. -/
def sharpCount (e : ι → ℝ) (μ : ℝ) : ℕ := (Finset.univ.filter (fun p => e p < μ)).card

/-- The broadened spectrum is the sum of one Lorentzian per level. -/
theorem spectrum_eq_sum_lorentzian (e : ι → ℝ) (η w : ℝ) :
    spectrum e η w = ∑ p, lorentzian η (e p) w := by
  unfold spectrum green lorentzian
  rw [Complex.im_sum, ← Finset.sum_neg_distrib, Finset.sum_div]
  refine Finset.sum_congr rfl fun p _ => ?_
  have hn : Complex.normSq ((w : ℂ) + (η : ℂ) * Complex.I - (e p : ℂ))
      = (w - e p) ^ 2 + η ^ 2 := by
    simp [Complex.normSq_apply, pow_two]
  have hi : ((w : ℂ) + (η : ℂ) * Complex.I - (e p : ℂ)).im = η := by simp
  rw [Complex.inv_im, hn, hi]
  ring

/-- A Lorentzian of half-width `η > 0` is integrable over the whole energy axis. -/
theorem integrable_lorentzian {η : ℝ} (hη : 0 < η) (e : ℝ) :
    Integrable (lorentzian η e) := by
  have h := ((integrable_inv_one_add_sq.comp_div hη.ne').comp_sub_right e).const_mul
    (1 / (Real.pi * η))
  refine h.congr (Eventually.of_forall fun w => ?_)
  have hπ := Real.pi_pos
  have h1 : (w - e) ^ 2 + η ^ 2 ≠ 0 := by positivity
  have h2 : 1 + ((w - e) / η) ^ 2 = ((w - e) ^ 2 + η ^ 2) / η ^ 2 := by
    field_simp
    ring
  change 1 / (Real.pi * η) * (1 + ((w - e) / η) ^ 2)⁻¹ = lorentzian η e w
  rw [h2, lorentzian]
  field_simp

/-- For `η > 0` and a level `e ≠ μ`, the Lorentzian weight below `μ` is the sharp occupation
(one or zero) plus a signed arctangent tail. -/
theorem integral_lorentzian {η e μ : ℝ} (hη : 0 < η) (he : e ≠ μ) :
    ∫ w in Set.Iic μ, lorentzian η e w =
      (if e < μ then 1 else 0)
        + 1 / Real.pi * (Real.sign (e - μ) * Real.arctan (η / |e - μ|)) := by
  have hπ := Real.pi_pos
  -- the antiderivative of the Lorentzian
  have hd : ∀ w ∈ Set.Iic μ, HasDerivAt (fun w => Real.arctan ((w - e) / η) / Real.pi)
      (lorentzian η e w) w := by
    intro w _
    refine ((((hasDerivAt_id' w).sub_const e).div_const η).arctan.div_const
      Real.pi).congr_deriv ?_
    have h1 : (w - e) ^ 2 + η ^ 2 ≠ 0 := by positivity
    have h2 : 1 + ((w - e) / η) ^ 2 = ((w - e) ^ 2 + η ^ 2) / η ^ 2 := by
      field_simp
      ring
    rw [h2, lorentzian]
    field_simp
  -- its value at minus infinity
  have hlin : Tendsto (fun w : ℝ => (w - e) / η) atBot atBot := by
    have h := tendsto_atBot_add_const_right atBot (-e) (tendsto_id (α := ℝ) (x := atBot))
    exact Tendsto.atBot_div_const hη h
  have hlim : Tendsto (fun w => Real.arctan ((w - e) / η) / Real.pi) atBot
      (𝓝 (-(Real.pi / 2) / Real.pi)) :=
    ((Real.tendsto_arctan_atBot.mono_right nhdsWithin_le_nhds).comp hlin).div_const _
  rw [integral_Iic_of_hasDerivAt_of_tendsto' hd (integrable_lorentzian hη e).integrableOn hlim]
  -- reflection of the arctangent on either side of `μ`
  rcases lt_or_gt_of_ne he with h | h
  · have hr := Real.arctan_inv_of_pos (div_pos (sub_pos.2 h) hη)
    rw [inv_div] at hr
    rw [if_pos h, Real.sign_of_neg (sub_neg.2 h), abs_of_neg (sub_neg.2 h), neg_sub, hr]
    field_simp
    ring
  · have hr := Real.arctan_inv_of_pos (div_pos (sub_pos.2 h) hη)
    rw [inv_div] at hr
    have hm : (μ - e) / η = -((e - μ) / η) := by ring
    rw [if_neg (not_lt_of_ge h.le), Real.sign_of_pos (sub_pos.2 h),
      abs_of_pos (sub_pos.2 h), hr, hm, Real.arctan_neg]
    field_simp
    ring

/-- For `η > 0` and no level at `μ`, the broadened electron count minus the number of levels
below `μ` is `(1/π) ∑ sign(e_p - μ) arctan(η / |e_p - μ|)`. -/
theorem electronCount_sub_sharpCount (e : ι → ℝ) {η μ : ℝ} (hη : 0 < η)
    (he : ∀ p, e p ≠ μ) :
    electronCount e η μ - sharpCount e μ =
      1 / Real.pi * ∑ p, Real.sign (e p - μ) * Real.arctan (η / |e p - μ|) := by
  unfold electronCount sharpCount
  simp_rw [spectrum_eq_sum_lorentzian]
  rw [integral_finsetSum _ fun p _ => (integrable_lorentzian hη (e p)).integrableOn,
    Finset.sum_congr rfl fun p _ => integral_lorentzian hη (he p),
    Finset.sum_add_distrib, Finset.sum_boole, Finset.mul_sum]
  ring

/-- With one level below `μ` and one above, and `η > 0`, the broadened count exceeds one
electron exactly when the upper level lies closer to `μ` than the lower one. -/
theorem one_lt_electronCount_iff (e : Fin 2 → ℝ) {η μ : ℝ} (hη : 0 < η)
    (h0 : e 0 < μ) (h1 : μ < e 1) :
    1 < electronCount e η μ ↔ e 1 - μ < μ - e 0 := by
  have he : ∀ p, e p ≠ μ := Fin.forall_fin_two.2 ⟨h0.ne, h1.ne'⟩
  have h := electronCount_sub_sharpCount e hη he
  have hc : (sharpCount e μ : ℝ) = 1 := by
    unfold sharpCount
    rw [← Finset.sum_boole, Fin.sum_univ_two, if_pos h0, if_neg (not_lt_of_ge h1.le)]
    norm_num
  rw [hc, Fin.sum_univ_two, Real.sign_of_neg (sub_neg.2 h0), Real.sign_of_pos (sub_pos.2 h1),
    abs_of_neg (sub_neg.2 h0), abs_of_pos (sub_pos.2 h1), neg_sub] at h
  -- the arctangent preserves the order of the two ratios
  have ht : η / (μ - e 0) < η / (e 1 - μ) ↔
      Real.arctan (η / (μ - e 0)) < Real.arctan (η / (e 1 - μ)) :=
    Real.arctan_strictMono.lt_iff_lt.symm
  have hl : 1 < electronCount e η μ ↔ 0 < electronCount e η μ - 1 := sub_pos.symm
  rw [← div_lt_div_iff_of_pos_left hη (sub_pos.2 h0) (sub_pos.2 h1), ht, hl, h,
    mul_pos_iff_of_pos_left (one_div_pos.2 Real.pi_pos)]
  constructor <;> intro h' <;> linarith

/-- With no level at `μ`, the counting error divided by `η` tends to
`(1/π) ∑ 1 / (e_p - μ)` as the half-width `η` decreases to zero. -/
theorem tendsto_error_div_width (e : ι → ℝ) {μ : ℝ} (he : ∀ p, e p ≠ μ) :
    Tendsto (fun η => (electronCount e η μ - sharpCount e μ) / η) (𝓝[>] 0)
      (𝓝 (1 / Real.pi * ∑ p, 1 / (e p - μ))) := by
  -- each tail is differentiable in the width at zero
  have hp : ∀ p ∈ (Finset.univ : Finset ι),
      HasDerivAt (fun η : ℝ => Real.sign (e p - μ) * Real.arctan (η / |e p - μ|))
        (1 / (e p - μ)) 0 := by
    intro p _
    refine (((hasDerivAt_id' (0 : ℝ)).div_const |e p - μ|).arctan.const_mul
      (Real.sign (e p - μ))).congr_deriv ?_
    rcases lt_or_gt_of_ne (he p) with h | h
    · rw [Real.sign_of_neg (sub_neg.2 h), abs_of_neg (sub_neg.2 h), one_div_neg_eq_neg_one_div]
      simp
    · rw [Real.sign_of_pos (sub_pos.2 h), abs_of_pos (sub_pos.2 h)]
      simp
  have hs := (hasDerivAt_iff_tendsto_slope.1
    ((HasDerivAt.fun_sum hp).const_mul (1 / Real.pi))).mono_left
      (nhdsWithin_mono (0 : ℝ) (fun x (hx : 0 < x) => hx.ne'))
  refine hs.congr' ?_
  filter_upwards [self_mem_nhdsWithin] with η hη
  rw [electronCount_sub_sharpCount e hη he, slope_def_field]
  simp only [zero_div, Real.arctan_zero, mul_zero, Finset.sum_const_zero, sub_zero]

end BroadenedElectronCount
```

```lean
#print axioms BroadenedElectronCount.electronCount_sub_sharpCount
#print axioms BroadenedElectronCount.one_lt_electronCount_iff
#print axioms BroadenedElectronCount.tendsto_error_div_width
```

```
'BroadenedElectronCount.electronCount_sub_sharpCount' depends on axioms: [propext, Classical.choice, Quot.sound]
'BroadenedElectronCount.one_lt_electronCount_iff' depends on axioms: [propext, Classical.choice, Quot.sound]
'BroadenedElectronCount.tendsto_error_div_width' depends on axioms: [propext, Classical.choice, Quot.sound]
```

## Levels, width and count

The levels are a function `e : ι → ℝ` on a finite index type, so $e_p$ is the energy of the state $p$. Nothing requires the values to be distinct: a degenerate level is counted once for each index, and spin can be included by letting $p$ run over spin orbitals. The definitions read

$$G(z)=\sum_p\frac{1}{z-e_p},\qquad A(w)=-\frac1\pi\,\mathrm{Im}\,G(w+i\eta),\qquad N=\int_{-\infty}^{\mu}A(w)\,dw .$$

In Lean these are `green`, `spectrum` and `electronCount`. The number $N_0$ of levels with $e_p<\mu$ is `sharpCount`, a natural number that is converted to a real one before the subtraction.

The main theorem, `electronCount_sub_sharpCount`, says that if $\eta>0$ and no level equals $\mu$, then

$$N-N_0=\frac1\pi\sum_p \mathrm{sign}(e_p-\mu)\,\arctan\frac{\eta}{|e_p-\mu|}.$$

Two consequences follow it. For one level $e_0<\mu$ and one level $e_1>\mu$, `one_lt_electronCount_iff` says that $N>1$ exactly when $e_1-\mu<\mu-e_0$. For any finite set of levels away from $\mu$, `tendsto_error_div_width` says that

$$\frac{N-N_0}{\eta}\;\longrightarrow\;\frac1\pi\sum_p\frac{1}{e_p-\mu}\qquad(\eta\to0^+).$$

The filter `𝓝[>] 0` expresses that $\eta$ approaches zero through positive values.

## Tails that cross the chemical potential

With unit residues, $G$ is the trace of the Green's function of a non-interacting system with one-particle energies $e_p$. The positive imaginary part of $w+i\eta$ selects the retarded function, and the sharp upper limit of the integral corresponds to zero temperature. The constant $\eta$ is the half-width at half maximum of each level's Lorentzian. It stands for a numerical smearing, or for a decay that is the same for all levels and all energies; the population of a level then decays at the rate $2\eta/\hbar$.

A level below $\mu$ loses the part of its Lorentzian that reaches above $\mu$, and a level above $\mu$ adds the part that reaches below. These are the negative and positive terms of the sum. For two levels, one on each side of $\mu$, they cancel when $\mu$ lies midway between them; otherwise the nearer level wins. With more levels the whole spectrum matters and not only the two edges: levels at $-1$, $1$ and $1$ with $\mu=0$ have symmetric edges, yet the formula gives an excess of $\arctan(\eta)/\pi$.

For a finite, non-interacting model at fixed $\mu$, this is the error made when electrons are counted by integrating a Lorentzian-broadened density of states from $-\infty$ up to the Fermi level. An energy grid that starts at a finite energy also loses the tails below its lower end. The theorems do not treat fractional residues, energy-dependent widths, a continuum of levels, or a $\mu$ that is readjusted to restore the electron number.

The condition $e_p\neq\mu$ is needed for every $p$. A level exactly at $\mu$ has half of its Lorentzian below $\mu$ and so adds $1/2$ to $N$, but it adds nothing to $N_0$ and nothing to the right-hand side, where its sign is zero.

## One Lorentzian, integrated up to $\mu$

For a single level $e$,

$$\frac{1}{w+i\eta-e}=\frac{(w-e)-i\eta}{(w-e)^2+\eta^2},$$

so its contribution to $A(w)$ is the Lorentzian

$$L(w)=\frac{\eta}{\pi}\,\frac{1}{(w-e)^2+\eta^2}.$$

An antiderivative is $F(w)=\frac1\pi\arctan\frac{w-e}{\eta}$, because

$$F'(w)=\frac1\pi\cdot\frac{1/\eta}{1+(w-e)^2/\eta^2}=L(w).$$

As $w\to-\infty$, $F(w)\to-\frac12$. The weight of the level below $\mu$ is therefore

$$n(e)=\frac12+\frac1\pi\arctan\frac{\mu-e}{\eta}.$$

For $x>0$ the reflection formula is $\arctan x=\frac\pi2-\arctan\frac1x$. If $e<\mu$, take $x=(\mu-e)/\eta$:

$$n(e)=1-\frac1\pi\arctan\frac{\eta}{\mu-e}.$$

If $e>\mu$, use that the arctangent is odd and take $x=(e-\mu)/\eta$:

$$n(e)=\frac12-\frac1\pi\arctan\frac{e-\mu}{\eta}=\frac1\pi\arctan\frac{\eta}{e-\mu}.$$

Both cases are the sharp occupation, one or zero, plus $\frac1\pi\,\mathrm{sign}(e-\mu)\arctan(\eta/|e-\mu|)$. Summing over the levels turns the occupations into $N_0$ and gives the main formula.

For two levels, put $a=\mu-e_0>0$ and $b=e_1-\mu>0$. Then

$$N-1=\frac1\pi\left(\arctan\frac{\eta}{b}-\arctan\frac{\eta}{a}\right).$$

The arctangent is strictly increasing, so this is positive exactly when $\eta/b>\eta/a$, that is, when $b<a$.

For small widths, put $d=e_p-\mu\neq0$. The derivative of $\mathrm{sign}(d)\arctan(\eta/|d|)$ with respect to $\eta$ at $\eta=0$ is $\mathrm{sign}(d)/|d|=1/d$. The sum of these terms vanishes at $\eta=0$, so its value divided by $\eta$ tends to its derivative there.

## Two levels with a count of 13/12

Measure energies from the chemical potential, so that $\mu=0$, and in some fixed unit take $\eta=1$, $e_0=-\sqrt3$ and $e_1=1$. The lower level keeps

$$1-\frac1\pi\arctan\frac1{\sqrt3}=1-\frac16=\frac56,$$

and the upper level contributes $\frac1\pi\arctan 1=\frac14$. The count is $N=\frac56+\frac14=\frac{13}{12}$, while $N_0=1$. The upper level is the nearer one, and the count is too large.

With $\eta=0.1$ the excess falls to about $0.01337$. The linear estimate $\frac{\eta}{\pi}\left(1-\frac{1}{\sqrt3}\right)$ gives about $0.01345$.

## The same steps in Lean

`spectrum_eq_sum_lorentzian` takes the imaginary part term by term. `Complex.inv_im` gives the imaginary part of an inverse, and the two auxiliary equations `hn` and `hi` supply the squared modulus $(w-e_p)^2+\eta^2$ and the imaginary part $\eta$.

`integrable_lorentzian` obtains $L$ from the integrable function $1/(1+x^2)$ by rescaling, shifting and multiplying by $1/(\pi\eta)$. This matters because Mathlib assigns the value zero to the integral of a non-integrable function; integrability ensures that the count is a genuine integral.

`integral_lorentzian` is the calculation for one level. The statement `hd` is $F'=L$, and `hlim` is the limit $-\frac12$, written as `-(Real.pi / 2) / Real.pi`. The theorem `integral_Iic_of_hasDerivAt_of_tendsto'` combines them with integrability into $F(\mu)+\frac12$. The proof then splits into $e<\mu$ and $e>\mu$ and applies the reflection formula, `Real.arctan_inv_of_pos`, in each case.

In `electronCount_sub_sharpCount`, `integral_finsetSum` exchanges the integral with the finite sum, which again uses integrability. After the one-level result is inserted, `Finset.sum_boole` turns the sum of ones and zeros into the number of levels below $\mu$.

`one_lt_electronCount_iff` first shows that the sharp count is one and evaluates the two signs. Strict monotonicity, `Real.arctan_strictMono`, then reduces the comparison of the tails to a comparison of $\eta/a$ with $\eta/b$, and so of the two distances.

In `tendsto_error_div_width`, `hp` is the derivative of each tail at zero width. `HasDerivAt.fun_sum` adds these derivatives, and `hasDerivAt_iff_tendsto_slope` restates the result as a limit of difference quotients, which is restricted to $\eta>0$. There the main theorem identifies each difference quotient with $(N-N_0)/\eta$.
